# Some energy level of a finite Hermitian Hamiltonian lies within √(σ² + (E − w)²) of any real energy w, for a unit state of mean energy E and variance σ²

Let H be a finite Hermitian matrix and ψ a unit vector with mean energy E and energy variance σ². The theorem `exists_eigenvalue_near` says that for every real reference energy w, at least one eigenvalue of H lies no farther from w than √(σ² + (E − w)²). The proof supposes that every eigenvalue lies farther away. The squared distances, averaged with the squared overlaps of ψ with the eigenvectors, would then exceed σ² + (E − w)², but an earlier theorem shows that this average equals it.

This version doesn't compile in Lean 4 with Mathlib:

```lean
import Mathlib

open Matrix

namespace WeinsteinLocalEnergy

noncomputable section

variable {n : Type*} [Fintype n]

/-- The mean energy `⟨ψ, H ψ⟩` of a unit vector `ψ` (real part). -/
def meanEnergy (H : Matrix n n ℂ) (ψ : n → ℂ) : ℝ := (star ψ ⬝ᵥ H *ᵥ ψ).re

/-- The energy variance `⟨H²⟩ - ⟨H⟩²` of a unit vector `ψ`. -/
def energyVariance (H : Matrix n n ℂ) (ψ : n → ℂ) : ℝ :=
  (star ψ ⬝ᵥ (H * H) *ᵥ ψ).re - meanEnergy H ψ ^ 2

/-- The squared residual of `H - w` in a unit vector is the energy variance plus the squared
offset of the mean energy from `w`. -/
theorem residual_sq {H : Matrix n n ℂ} (hH : H.IsHermitian) {ψ : n → ℂ}
    (hψ : ∑ i, ‖ψ i‖ ^ 2 = 1) (w : ℝ) :
    ∑ i, ‖(H *ᵥ ψ) i - w * ψ i‖ ^ 2 = energyVariance H ψ + (meanEnergy H ψ - w) ^ 2 := by
  -- hermiticity moves one factor of H to the left
  have h3 : star ψ ⬝ᵥ (H * H) *ᵥ ψ = star (H *ᵥ ψ) ⬝ᵥ (H *ᵥ ψ) := by
    rw [Matrix.star_mulVec, hH.eq, ← Matrix.mulVec_mulVec,
      Matrix.dotProduct_mulVec (star ψ) H (H *ᵥ ψ)]
  have h2 : (star ψ ⬝ᵥ (H * H) *ᵥ ψ).re = ∑ i, ‖(H *ᵥ ψ) i‖ ^ 2 := by
    rw [h3]
    simp only [dotProduct, Complex.re_sum]
    refine Finset.sum_congr rfl fun i _ => ?_
    simp only [Complex.sq_norm, Complex.normSq_apply, Pi.star_apply, Complex.star_def,
      Complex.mul_re, Complex.conj_re, Complex.conj_im]
    ring
  have hm : meanEnergy H ψ = ∑ i, (star (ψ i) * (H *ᵥ ψ) i).re := by
    simp only [meanEnergy, dotProduct, Complex.re_sum, Pi.star_apply]
  have h1 : ∀ i, ‖(H *ᵥ ψ) i - w * ψ i‖ ^ 2 = ‖(H *ᵥ ψ) i‖ ^ 2
      - 2 * w * (star (ψ i) * (H *ᵥ ψ) i).re + w ^ 2 * ‖ψ i‖ ^ 2 := by
    intro i
    simp only [Complex.sq_norm, Complex.normSq_apply, Complex.star_def, Complex.sub_re,
      Complex.sub_im, Complex.mul_re, Complex.mul_im, Complex.conj_re, Complex.conj_im,
      Complex.ofReal_re, Complex.ofReal_im]
    ring
  rw [Finset.sum_congr rfl fun i _ => h1 i, Finset.sum_add_distrib, Finset.sum_sub_distrib,
    ← Finset.mul_sum, ← Finset.mul_sum, hψ, ← hm, energyVariance, h2]
  ring

variable [DecidableEq n]

/-- The squared overlap of `ψ` with the `k`-th eigenvector of `H`. -/
def spectralWeight {H : Matrix n n ℂ} (hH : H.IsHermitian) (ψ : n → ℂ) (k : n) : ℝ :=
  ‖ψ ⬝ᵥ star (hH.eigenvectorBasis k).ofLp‖ ^ 2

/-- The spectral weights of a vector add up to its squared norm. -/
theorem sum_spectralWeight {H : Matrix n n ℂ} (hH : H.IsHermitian) (ψ : n → ℂ) :
    ∑ k, spectralWeight hH ψ k = ∑ i, ‖ψ i‖ ^ 2 := by
  have h := hH.eigenvectorBasis.sum_sq_norm_inner_right (WithLp.toLp 2 ψ)
  rw [EuclideanSpace.norm_sq_eq] at h
  simp only [EuclideanSpace.inner_eq_star_dotProduct] at h
  exact h

/-- The mean squared distance of the eigenvalues from `w`, weighted by the overlaps with a unit
vector, is the energy variance plus the squared offset of the mean energy from `w`. -/
theorem spectral_second_moment {H : Matrix n n ℂ} (hH : H.IsHermitian) {ψ : n → ℂ}
    (hψ : ∑ i, ‖ψ i‖ ^ 2 = 1) (w : ℝ) :
    ∑ k, (hH.eigenvalues k - w) ^ 2 * spectralWeight hH ψ k
      = energyVariance H ψ + (meanEnergy H ψ - w) ^ 2 := by
  rw [← residual_sq hH hψ w]
  have h := sum_spectralWeight hH (H *ᵥ ψ - (w : ℂ) • ψ)
  simp only [Pi.sub_apply, Pi.smul_apply, smul_eq_mul] at h
  rw [← h]
  refine Finset.sum_congr rfl fun k _ => ?_
  -- H acts to the left on an eigenvector as multiplication by its eigenvalue
  have h1 : star (hH.eigenvectorBasis k).ofLp ᵥ* H
      = (hH.eigenvalues k : ℂ) • star (hH.eigenvectorBasis k).ofLp := by
    have h2 := congrArg star (hH.mulVec_eigenvectorBasis k)
    rw [Matrix.star_mulVec, hH.eq] at h2
    rw [h2]
    ext i
    simp
  have h3 : (H *ᵥ ψ - (w : ℂ) • ψ) ⬝ᵥ star (hH.eigenvectorBasis k).ofLp
      = ((hH.eigenvalues k - w : ℝ) : ℂ) * (ψ ⬝ᵥ star (hH.eigenvectorBasis k).ofLp) := by
    rw [sub_dotProduct, smul_dotProduct, dotProduct_comm (H *ᵥ ψ), Matrix.dotProduct_mulVec,
      h1, smul_dotProduct, dotProduct_comm _ ψ, smul_eq_mul, smul_eq_mul, Complex.ofReal_sub]
    ring
  rw [spectralWeight, spectralWeight, h3, norm_mul, mul_pow, Complex.norm_real,
    Real.norm_eq_abs, sq_abs]

/-- For every reference energy `w`, some eigenvalue lies within `√(σ² + (E - w)²)` of `w`, where
`E` and `σ²` are the mean energy and variance of a unit vector. -/
theorem exists_eigenvalue_near {H : Matrix n n ℂ} (hH : H.IsHermitian) {ψ : n → ℂ}
    (hψ : ∑ i, ‖ψ i‖ ^ 2 = 1) (w : ℝ) :
    ∃ k, |hH.eigenvalues k - w| ≤ √(energyVariance H ψ + (meanEnergy H ψ - w) ^ 2) := by
  by_contra hcon
  push Not at hcon
  have hs := spectral_second_moment hH hψ w
  have hp := (sum_spectralWeight hH ψ).trans hψ
  have hk : ∀ k, energyVariance H ψ + (meanEnergy H ψ - w) ^ 2
      < (hH.eigenvalues k - w) ^ 2 := fun k => by
    have h := Real.lt_sq_of_sqrt_lt (hcon k)
    rwa [sq_abs] at h
  -- some eigenvector carries positive weight
  obtain ⟨k₀, hk₀⟩ : ∃ k, 0 < spectralWeight hH ψ k := by
    by_contra h
    push Not at h
    have := Finset.sum_nonpos fun k (_ : k ∈ Finset.univ) => h k
    linarith
  -- a weighted mean cannot lie strictly below all its terms
  have hlt := Finset.sum_lt_sum
    (fun k (_ : k ∈ Finset.univ) => mul_le_mul_of_nonneg_right (hk k).le
      (sq_nonneg _ : 0 ≤ spectralWeight hH ψ k))
    ⟨k₀, Finset.mem_univ k₀, mul_lt_mul_of_pos_right (hk k₀) hk₀⟩
  rw [← Finset.mul_sum, hp, hs] at hlt
  linarith

end

end WeinsteinLocalEnergy
```

Compiling this gives:

```
Main.lean:112:24: error: Tactic `rewrite` failed: Did not find an occurrence of the pattern
  ∑ k, spectralWeight hH ψ k
in the target expression
  (energyVariance H ψ + (meanEnergy H ψ - w) ^ 2) * ∑ i, ‖ψ ⬝ᵥ star (hH.eigenvectorBasis i).ofLp‖ ^ 2 <
    ∑ i, (hH.eigenvalues i - w) ^ 2 * ‖ψ ⬝ᵥ star (hH.eigenvectorBasis i).ofLp‖ ^ 2

n : Type u_1
inst✝¹ : Fintype n
inst✝ : DecidableEq n
H : Matrix n n ℂ
hH : H.IsHermitian
ψ : n → ℂ
hψ : ∑ i, ‖ψ i‖ ^ 2 = 1
w : ℝ
hcon : ∀ (k : n), √(energyVariance H ψ + (meanEnergy H ψ - w) ^ 2) < |hH.eigenvalues k - w|
hs : ∑ k, (hH.eigenvalues k - w) ^ 2 * spectralWeight hH ψ k = energyVariance H ψ + (meanEnergy H ψ - w) ^ 2
hp : ∑ k, spectralWeight hH ψ k = 1
hk : ∀ (k : n), energyVariance H ψ + (meanEnergy H ψ - w) ^ 2 < (hH.eigenvalues k - w) ^ 2
k₀ : n
hk₀ : 0 < spectralWeight hH ψ k₀
hlt :
  (energyVariance H ψ + (meanEnergy H ψ - w) ^ 2) * ∑ i, ‖ψ ⬝ᵥ star (hH.eigenvectorBasis i).ofLp‖ ^ 2 <
    ∑ i, (hH.eigenvalues i - w) ^ 2 * ‖ψ ⬝ᵥ star (hH.eigenvectorBasis i).ofLp‖ ^ 2
⊢ False
```

Cause. The rewrite with `hp` looks for `∑ k, spectralWeight hH ψ k`, but `hlt` contains the sum of `‖ψ ⬝ᵥ star (hH.eigenvectorBasis i).ofLp‖ ^ 2`. The two are equal by definition, but `rw` does not unfold an ordinary definition such as `spectralWeight` to find its pattern.

The unfolded form came in because `hlt` had no stated type, so Lean inferred one from the proof term. There `sq_nonneg _` proves that a square is nonnegative. The ascription `(sq_nonneg _ : 0 ≤ spectralWeight hH ψ k)` checks that this fits the named weight, but leaves the term's own type about the square.

The repair states the type of `hlt` in terms of `spectralWeight`. Lean accepts the proof by unfolding the definition where needed, while `hlt` keeps the stated form, so `hp` and then `hs` find their patterns. The new `hw` likewise records the nonnegativity under the name `spectralWeight`. Shortening the binder `(_ : k ∈ Finset.univ)` to `_` is mere tidying.

The repair, with which the file compiles:

```diff
@@ -106,8 +106,9 @@
     linarith
   -- a weighted mean cannot lie strictly below all its terms
-  have hlt := Finset.sum_lt_sum
-    (fun k (_ : k ∈ Finset.univ) => mul_le_mul_of_nonneg_right (hk k).le
-      (sq_nonneg _ : 0 ≤ spectralWeight hH ψ k))
-    ⟨k₀, Finset.mem_univ k₀, mul_lt_mul_of_pos_right (hk k₀) hk₀⟩
+  have hw : ∀ k, 0 ≤ spectralWeight hH ψ k := fun k => sq_nonneg _
+  have hlt : ∑ k, (energyVariance H ψ + (meanEnergy H ψ - w) ^ 2) * spectralWeight hH ψ k
+      < ∑ k, (hH.eigenvalues k - w) ^ 2 * spectralWeight hH ψ k :=
+    Finset.sum_lt_sum (fun k _ => mul_le_mul_of_nonneg_right (hk k).le (hw k))
+      ⟨k₀, Finset.mem_univ k₀, mul_lt_mul_of_pos_right (hk k₀) hk₀⟩
   rw [← Finset.mul_sum, hp, hs] at hlt
   linarith
```
